# The normalised intraband response of a non-interacting isotropic 3D metal at zero temperature, small $q$ and imaginary frequency $i\omega$ is $1-s\arctan(1/s)$, with $s=\omega/(qv)$

Set the wavevector $q$ to zero in the intraband density response of a metal, with its electrons treated as non-interacting, and the response vanishes at every nonzero frequency. Set the frequency to zero first, and at small $q$ its magnitude is the full density of states at the Fermi level. A calculation that adopts either value near $q=0$, $\omega=0$ is wrong wherever $\omega$ is comparable to $qv$, with $v$ the Fermi velocity. What is needed there is a function of the ratio of the two.

## From the band sum to an angular average

For non-interacting electrons in a single band, with energies $\varepsilon_{\mathbf k}$, occupations $f_{\mathbf k}$, volume $V$ and $\hbar=1$, the density response at imaginary frequency is

$$\chi_0(\mathbf q,i\omega)=\frac{2}{V}\sum_{\mathbf k}\frac{f_{\mathbf k}-f_{\mathbf k+\mathbf q}}{\varepsilon_{\mathbf k}-\varepsilon_{\mathbf k+\mathbf q}+i\omega},$$

where the overlap between the two states has been set to one, its small-$q$ limit. To leading order in $q$, the energy difference is $\varepsilon_{\mathbf k+\mathbf q}-\varepsilon_{\mathbf k}\approx\mathbf v_{\mathbf k}\cdot\mathbf q$, with $\mathbf v_{\mathbf k}$ the band velocity. At zero temperature the occupation difference is $\delta(\varepsilon_{\mathbf k}-\mu)\,\mathbf v_{\mathbf k}\cdot\mathbf q$, with $\mu$ the Fermi energy. The sum therefore collapses onto the Fermi surface.

In an isotropic three-dimensional metal $\mathbf v_{\mathbf k}\cdot\mathbf q=vqx$, where $x$ is the cosine of the angle between velocity and wavevector. Directions on a sphere are uniform in $x$, so

$$-\frac{\chi_0}{N}=\frac12\int_{-1}^{1}\frac{vqx}{vqx-i\omega}\,dx,$$

with $N$ the density of states at the Fermi level, per unit volume and counting both spins. The right-hand side is the quantity evaluated below.

## The closed form

Put $s=\omega/(qv)>0$. Dividing by $vq$ and multiplying numerator and denominator by $x+is$ gives

$$\frac{x}{x-is}=\frac{x^2}{x^2+s^2}+i\,\frac{sx}{x^2+s^2}.$$

The imaginary part is odd in $x$, so opposite directions cancel. The average is real and equals

$$R(s)=\frac12\int_{-1}^{1}\frac{x^2}{x^2+s^2}\,dx.$$

An antiderivative of the integrand is $x-s\arctan(x/s)$, because

$$\frac{d}{dx}\left[x-s\arctan\frac xs\right]=1-\frac{1}{1+x^2/s^2}=1-\frac{s^2}{x^2+s^2}=\frac{x^2}{x^2+s^2}.$$

Its values at $x=\pm1$ differ by $2-2s\arctan(1/s)$, since the arctangent is odd. Half of this is

$$R(s)=1-s\arctan(1/s).$$

At $s=1$, where the frequency equals $qv$, the response is $1-\pi/4\approx0.215$.

## The static and high-frequency limits

For small $s$, rearrange the closed form:

$$\frac{1-R(s)}{s}=\arctan\frac1s\longrightarrow\frac{\pi}{2}\qquad(s\to0^+).$$

Multiplying by $s$ shows that $1-R(s)\to0$, so $R(s)\to1$. The correction to the static value is linear in $s$, with slope $-\pi/2$.

For large $s$, it is easier to compare integrands. On $[-1,1]$ we have $s^2\le x^2+s^2\le1+s^2$, and $\int_{-1}^1x^2\,dx=2/3$. Hence

$$\frac{1}{3(1+s^2)}\le R(s)\le\frac{1}{3s^2}.$$

Both bounds tend to zero, so $R(s)\to0$. Multiplied by $s^2$, both tend to $1/3$, so $s^2R(s)\to1/3$.

In terms of $q$ and $\omega$, lowering the frequency at fixed $q$ sends $s$ to zero and gives $1$. Shrinking the wavevector at fixed $\omega$ sends $s$ to infinity and gives $0$. If both vanish with $\omega/q$ held constant, $s$ doesn't change and the response keeps the value $R(s)$. This matters for the small-$q$ part of imaginary-frequency integrals, such as those in random-phase correlation energies, when the metal's intraband term is modelled by non-interacting electrons on a spherical Fermi surface.

## How the Lean statements express the physics

`fermiAverage v q ω` is the complex angular average, with real arguments for the Fermi velocity, wavevector magnitude and imaginary frequency. `intraband s` is the real integral $R(s)$. The factor `1 / 2` in each definition normalises the average over $x$.

`fermiAverage_eq` assumes that `v`, `q` and `ω` are strictly positive. Its right-hand side is a real number regarded as a complex one, so the theorem gives the value and also says that the imaginary part vanishes. The ratio $s$ appears there as `ω / (q * v)`. `intraband_eq` gives the same closed form for the real integral whenever `0 < s`.

In the limit theorems, `𝓝[>] 0` means that $s$ approaches zero through positive values, and `atTop` means that it grows without bound. The four limits are `intraband_static`, `intraband_slope`, `intraband_highFrequency` and `intraband_tail`. The two-sided estimate is `intraband_bounds`.

The file starts from the angular average. The reduction of the band sum to that average, with its small-$q$ expansion, zero temperature and isotropic band, is the physical argument given above. Interband transitions and electron–electron interactions do not enter.

## A real-frequency version

The statement could have been set at real frequency, with $i\omega$ replaced by $\omega+i\eta$ and $\eta\to0^+$. For $0<\omega<qv$ the denominator then vanishes in the limit at $x=\omega/(qv)$, inside the range of integration. The response acquires an imaginary part, which describes Landau damping, and setting $\eta=0$ inside the integral would leave a non-integrable singularity. At imaginary frequency the integrand stays continuous.

## The complete file

```lean
import Mathlib

open Filter Topology

namespace IntrabandResponse

noncomputable section

/-- The average over the Fermi sphere of `v q x / (v q x - i ω)`, with `x` the cosine of the angle
between velocity and wavevector; the domain is `ω ≠ 0`. -/
def fermiAverage (v q ω : ℝ) : ℂ :=
  (1 / 2) * ∫ x in (-1 : ℝ)..1,
    ((v * q * x : ℝ) : ℂ) / (((v * q * x : ℝ) : ℂ) - Complex.I * (ω : ℂ))

/-- The intraband response as a real angular integral, at reduced imaginary frequency `s`;
the domain is `s ≠ 0`. -/
def intraband (s : ℝ) : ℝ :=
  (1 / 2) * ∫ x in (-1 : ℝ)..1, x ^ 2 / (x ^ 2 + s ^ 2)

/-- The angular integrand is a continuous function of the cosine for `s > 0`. -/
theorem continuous_integrand {s : ℝ} (hs : 0 < s) :
    Continuous (fun x : ℝ => x ^ 2 / (x ^ 2 + s ^ 2)) :=
  Continuous.div (by fun_prop) (by fun_prop) (fun x => by positivity)

/-- The intraband response at reduced imaginary frequency `s > 0` is `1 - s arctan (1/s)`. -/
theorem intraband_eq {s : ℝ} (hs : 0 < s) :
    intraband s = 1 - s * Real.arctan (1 / s) := by
  -- the antiderivative of the angular integrand
  have hderiv : ∀ x : ℝ, HasDerivAt (fun y : ℝ => y - s * Real.arctan (y / s))
      (x ^ 2 / (x ^ 2 + s ^ 2)) x := by
    intro x
    have hne : x ^ 2 + s ^ 2 ≠ 0 := by positivity
    have h1 : 1 + (x / s) ^ 2 = (x ^ 2 + s ^ 2) / s ^ 2 := by
      rw [div_pow, add_div, div_self (pow_ne_zero 2 hs.ne')]
      ring
    have key : s * (1 / (1 + (x / s) ^ 2) * (1 / s)) = s ^ 2 / (x ^ 2 + s ^ 2) := by
      rw [h1]
      field_simp
    refine ((hasDerivAt_id' x).fun_sub
      ((((hasDerivAt_id' x).div_const s).arctan).const_mul s)).congr_deriv ?_
    rw [key, eq_div_iff hne, sub_mul, div_mul_cancel₀ _ hne]
    ring
  unfold intraband
  rw [intervalIntegral.integral_eq_sub_of_hasDerivAt (fun x _ => hderiv x)
    ((continuous_integrand hs).intervalIntegrable _ _), neg_div, Real.arctan_neg]
  ring

/-- For `k > 0` and `s > 0`, with `k = v q` and `ω = k s`, the integrand of the Fermi-sphere average
splits into a real part even in the cosine and an imaginary part odd in it. -/
theorem integrand_split (k x : ℝ) {s : ℝ} (hk : 0 < k) (hs : 0 < s) :
    ((k * x : ℝ) : ℂ) / (((k * x : ℝ) : ℂ) - Complex.I * ((k * s : ℝ) : ℂ)) =
      ((x ^ 2 / (x ^ 2 + s ^ 2) : ℝ) : ℂ) +
        ((s * x / (x ^ 2 + s ^ 2) : ℝ) : ℂ) * Complex.I := by
  have hden : ((k * x : ℝ) : ℂ) - Complex.I * ((k * s : ℝ) : ℂ) ≠ 0 := by
    intro h
    have him := congrArg Complex.im h
    have hks : 0 < k * s := mul_pos hk hs
    simp only [Complex.sub_im, Complex.ofReal_im, Complex.mul_im, Complex.I_re, Complex.I_im,
      Complex.ofReal_re, Complex.zero_im] at him
    linarith
  have hD : (x : ℂ) ^ 2 + (s : ℂ) ^ 2 ≠ 0 := by
    have h : x ^ 2 + s ^ 2 ≠ 0 := by positivity
    exact_mod_cast h
  have hE := mul_inv_cancel₀ hD
  rw [div_eq_iff hden]
  push_cast
  linear_combination (-((k : ℂ) * x)) * hE +
    (k : ℂ) * x * ((x : ℂ) ^ 2 + (s : ℂ) ^ 2)⁻¹ * (s : ℂ) ^ 2 * Complex.I_sq

/-- For positive Fermi velocity, wavevector and imaginary frequency, the Fermi-sphere average is
the real number `1 - s arctan (1/s)` with `s = ω / (q v)`. -/
theorem fermiAverage_eq {v q ω : ℝ} (hv : 0 < v) (hq : 0 < q) (hω : 0 < ω) :
    fermiAverage v q ω =
      ((1 - ω / (q * v) * Real.arctan (1 / (ω / (q * v))) : ℝ) : ℂ) := by
  have hs : 0 < ω / (q * v) := by positivity
  have hscale : v * q * (ω / (q * v)) = ω := by
    rw [mul_comm v q]
    exact mul_div_cancel₀ ω (mul_pos hq hv).ne'
  rw [← intraband_eq hs]
  generalize ω / (q * v) = s at hs hscale
  have hsplit := fun x : ℝ => integrand_split (v * q) x (mul_pos hv hq) hs
  rw [hscale] at hsplit
  have hc : Continuous (fun x : ℝ => s * x / (x ^ 2 + s ^ 2)) :=
    Continuous.div (by fun_prop) (by fun_prop) (fun x => by positivity)
  have i1 : IntervalIntegrable (fun x : ℝ => ((x ^ 2 / (x ^ 2 + s ^ 2) : ℝ) : ℂ))
      MeasureTheory.volume (-1) 1 :=
    (Complex.continuous_ofReal.comp (continuous_integrand hs)).intervalIntegrable _ _
  have i2 : IntervalIntegrable
      (fun x : ℝ => ((s * x / (x ^ 2 + s ^ 2) : ℝ) : ℂ) * Complex.I)
      MeasureTheory.volume (-1) 1 :=
    ((Complex.continuous_ofReal.comp hc).mul continuous_const).intervalIntegrable _ _
  -- the odd part cancels between opposite directions
  have hodd : ∫ x in (-1 : ℝ)..1, s * x / (x ^ 2 + s ^ 2) = 0 := by
    have h := intervalIntegral.integral_comp_neg (a := (-1 : ℝ)) (b := 1)
      (fun x : ℝ => s * x / (x ^ 2 + s ^ 2))
    have hneg : ∀ x : ℝ, s * (-x) / ((-x) ^ 2 + s ^ 2) = -(s * x / (x ^ 2 + s ^ 2)) := by
      intro x
      rw [neg_sq, mul_neg, neg_div]
    simp only [hneg, intervalIntegral.integral_neg, neg_neg] at h
    linarith
  unfold fermiAverage intraband
  rw [intervalIntegral.integral_congr (fun x _ => hsplit x),
    intervalIntegral.integral_add i1 i2, intervalIntegral.integral_mul_const,
    intervalIntegral.integral_ofReal, intervalIntegral.integral_ofReal, hodd]
  push_cast
  ring

/-- For `s > 0` the intraband response lies between `1 / (3 (1 + s²))` and `1 / (3 s²)`. -/
theorem intraband_bounds {s : ℝ} (hs : 0 < s) :
    (1 / 3) / (1 + s ^ 2) ≤ intraband s ∧ intraband s ≤ (1 / 3) / s ^ 2 := by
  have hint : ∀ c : ℝ, ∫ x in (-1 : ℝ)..1, x ^ 2 / c = (2 / 3) / c := by
    intro c
    rw [intervalIntegral.integral_div, integral_pow]
    norm_num
  have hi : ∀ c : ℝ, IntervalIntegrable (fun x : ℝ => x ^ 2 / c)
      MeasureTheory.volume (-1) 1 := fun c =>
    ((continuous_pow 2).div_const c).intervalIntegrable _ _
  have hf := (continuous_integrand hs).intervalIntegrable
    (μ := MeasureTheory.volume) (-1) 1
  have hlow := intervalIntegral.integral_mono_on (by norm_num) (hi (1 + s ^ 2)) hf
    (fun x hx => div_le_div_of_nonneg_left (sq_nonneg x) (by positivity)
      (by nlinarith [hx.1, hx.2]))
  have hup := intervalIntegral.integral_mono_on (by norm_num) hf (hi (s ^ 2))
    (fun x _ => div_le_div_of_nonneg_left (sq_nonneg x) (by positivity)
      (by nlinarith [sq_nonneg x]))
  rw [hint] at hlow hup
  unfold intraband
  constructor
  · calc (1 / 3) / (1 + s ^ 2) = (1 / 2) * ((2 / 3) / (1 + s ^ 2)) := by ring
      _ ≤ _ := by linarith
  · calc _ ≤ (1 / 2) * ((2 / 3) / s ^ 2) := by linarith
      _ = (1 / 3) / s ^ 2 := by ring

/-- Near zero frequency the response falls below one linearly in `s`, with slope `π/2`. -/
theorem intraband_slope :
    Tendsto (fun s => (1 - intraband s) / s) (𝓝[>] 0) (𝓝 (Real.pi / 2)) := by
  have h : Tendsto (fun s : ℝ => Real.arctan s⁻¹) (𝓝[>] 0) (𝓝 (Real.pi / 2)) :=
    (Real.tendsto_arctan_atTop.mono_right nhdsWithin_le_nhds).comp tendsto_inv_nhdsGT_zero
  refine h.congr' ?_
  filter_upwards [self_mem_nhdsWithin] with s hs
  have hs' : 0 < s := hs
  rw [intraband_eq hs', one_div, sub_sub_cancel, mul_div_cancel_left₀ _ hs'.ne']

/-- The intraband response tends to one as the reduced frequency tends to zero from above. -/
theorem intraband_static : Tendsto intraband (𝓝[>] 0) (𝓝 1) := by
  have hid : Tendsto (fun s : ℝ => s) (𝓝[>] 0) (𝓝 0) := nhdsWithin_le_nhds
  have h := (hid.mul intraband_slope).const_sub 1
  rw [zero_mul, sub_zero] at h
  refine h.congr' ?_
  filter_upwards [self_mem_nhdsWithin] with s hs
  have hs' : 0 < s := hs
  rw [mul_div_cancel₀ _ hs'.ne', sub_sub_cancel]

/-- The intraband response tends to zero as the reduced frequency tends to infinity. -/
theorem intraband_highFrequency : Tendsto intraband atTop (𝓝 0) := by
  have h : Tendsto (fun s : ℝ => (1 / 3) / s ^ 2) atTop (𝓝 0) :=
    (tendsto_pow_atTop two_ne_zero).const_div_atTop (1 / 3)
  refine tendsto_of_tendsto_of_tendsto_of_le_of_le' tendsto_const_nhds h ?_ ?_
  · filter_upwards [eventually_gt_atTop 0] with s hs
    exact le_trans (by positivity) (intraband_bounds hs).1
  · filter_upwards [eventually_gt_atTop 0] with s hs
    exact (intraband_bounds hs).2

/-- At high frequency `s²` times the intraband response tends to `1/3`. -/
theorem intraband_tail :
    Tendsto (fun s => s ^ 2 * intraband s) atTop (𝓝 (1 / 3)) := by
  have h1 : Tendsto (fun s : ℝ => 1 + s ^ 2) atTop atTop :=
    tendsto_atTop_add_const_left _ _ (tendsto_pow_atTop two_ne_zero)
  have h := (h1.const_div_atTop (1 / 3)).const_sub (1 / 3)
  rw [sub_zero] at h
  refine tendsto_of_tendsto_of_tendsto_of_le_of_le' h tendsto_const_nhds ?_ ?_
  · filter_upwards [eventually_gt_atTop 0] with s hs
    have hne : 1 + s ^ 2 ≠ 0 := by positivity
    have hb := mul_le_mul_of_nonneg_left (intraband_bounds hs).1 (sq_nonneg s)
    have he := div_mul_cancel₀ (1 / 3 : ℝ) hne
    linarith
  · filter_upwards [eventually_gt_atTop 0] with s hs
    have hb := mul_le_mul_of_nonneg_left (intraband_bounds hs).2 (sq_nonneg s)
    have hne : s ^ 2 ≠ 0 := by positivity
    have he := div_mul_cancel₀ (1 / 3 : ℝ) hne
    linarith

end

end IntrabandResponse
```

```lean
#print axioms IntrabandResponse.fermiAverage_eq
#print axioms IntrabandResponse.intraband_static
#print axioms IntrabandResponse.intraband_highFrequency
#print axioms IntrabandResponse.intraband_tail
```

```
'IntrabandResponse.fermiAverage_eq' depends on axioms: [propext, Classical.choice, Quot.sound]
'IntrabandResponse.intraband_static' depends on axioms: [propext, Classical.choice, Quot.sound]
'IntrabandResponse.intraband_highFrequency' depends on axioms: [propext, Classical.choice, Quot.sound]
'IntrabandResponse.intraband_tail' depends on axioms: [propext, Classical.choice, Quot.sound]
```

## Proof of the closed form

`continuous_integrand` shows that the real integrand is continuous for $s>0$, because its denominator is positive. This supplies the integrability required later.

In `intraband_eq`, the step `hderiv` is the differentiation of $x-s\arctan(x/s)$. The auxiliary identity `key` simplifies the arctangent's contribution to $s^2/(x^2+s^2)$. The fundamental theorem of calculus, `intervalIntegral.integral_eq_sub_of_hasDerivAt`, then evaluates the integral, and `Real.arctan_neg` combines the two endpoints.

`integrand_split` is the separation into real and imaginary parts, written with $k=vq$ and $\omega=ks$. It first shows that the complex denominator is nonzero: its imaginary part is $-ks$, which is negative. After the denominator has been cleared, `linear_combination` verifies the identity using $i^2=-1$ and the inverse of $x^2+s^2$.

`fermiAverage_eq` joins these results. The step `hscale` confirms that $vq\cdot\omega/(qv)=\omega$, so the splitting applies to the physical integrand. In `hodd`, the substitution $x\to-x$ shows that the integral of the odd part equals its own negative and is therefore zero. The integral of the sum is then separated, with `i1` and `i2` providing integrability of the two parts, and what remains is `intraband`.

## Proof of the bounds and limits

`intraband_bounds` follows the comparison of integrands. The step `hint` evaluates $\int_{-1}^1x^2/c\,dx=(2/3)/c$, and `intervalIntegral.integral_mono_on` turns each pointwise inequality into an inequality between integrals. The lower bound uses $x^2\le1$, which `nlinarith` obtains from the endpoints of the interval.

`intraband_slope` composes two known limits: $1/s\to\infty$ as $s\to0^+$, and $\arctan y\to\pi/2$ as $y\to\infty$. The closed form identifies the result with $(1-R(s))/s$ for positive $s$. `intraband_static` multiplies that quotient by $s$ and subtracts the product from one, as in the derivation above.

`intraband_highFrequency` squeezes the response between zero and $1/(3s^2)$. `intraband_tail` multiplies both bounds by $s^2$. Its lower bound is written as

$$\frac{s^2}{3(1+s^2)}=\frac13-\frac{1}{3(1+s^2)},$$

which makes the limit $1/3$ immediate, while the upper bound is exactly $1/3$.
